# Energy gradient of linearly independent, nonorthogonal orbitals for a real symmetric Hamiltonian

Let $H$ be a real symmetric matrix and let $C$ be a real matrix with linearly independent columns. Put

$$S=C^TC,\quad P=CS^{-1}C^T,\quad E(C)=\mathrm{Tr}(S^{-1}C^THC),\quad G=2(I-P)HCS^{-1}.$$

Then, for every real matrix $D$ of the same shape as $C$,

$$\left.\frac{d}{dt}E(C+tD)\right|_{t=0}=\mathrm{Tr}(D^TG),\qquad C^TG=0.$$

## Energy of an occupied subspace

The columns of $C$ are orbitals expanded in a finite orthonormal basis, and $H$ is the one-particle Hamiltonian in that basis. For noninteracting fermions with one particle per orbital, $E(C)=\mathrm{Tr}(PH)$ is the energy of the occupied subspace, and $S^{-1}$ accounts for the orbitals' norms and mutual overlaps. In this fixed-Hamiltonian model, $G$ is the gradient for the inner product $\mathrm{Tr}(D^TG)$ of coefficient matrices. When $G\ne0$, $-G$ is the corresponding steepest-descent direction, and it can be followed without orthonormalizing the orbitals.

## Matrices, hypotheses and derivatives in Lean

The index types `m` and `n` label basis functions and orbitals. `overlap`, `energy`, `projector` and `gradient` are $S$, $E$, $P$ and $G$. The hypothesis `H.IsSymm` says $H^T=H$, and `LinearIndependent ℝ C.col` expresses full column rank: no orbital is redundant.

In `energy_gradient`, `HasDerivAt` states that the derivative at $t=0$ exists and has the given value, separately for each direction $D$. The second part, $C^TG=0$, says that every column of $G$ is orthogonal to every orbital.

Two further theorems concern the step $C-sG$. It keeps the columns independent for every real $s$. If $G\ne0$, it also strictly lowers the energy for all sufficiently small $s>0$, which is what `∀ᶠ s in 𝓝[>] (0 : ℝ)` means. No explicit step length or convergence of an iteration is given.

The model has real orbitals, no self-consistent dependence of $H$ on $C$ and no localization constraints. It uses the true inverse $S^{-1}$, not the approximation $2I-S$ found in inverse-free orbital-minimization functionals.

## From a finite displacement to the gradient

First, $S$ is invertible. If $Sv=0$, then $|Cv|^2=v^TSv=0$, so $Cv=0$ and independence gives $v=0$.

Write $A=C^THC$, and let $S_t$ and $A_t$ be the matrices $S$ and $A$ evaluated at $C+tD$. Expanding the products gives $S_t=S+tX_t$ and $A_t=A+tY_t$, with

$$X_t=D^TC+C^TD+tD^TD,\qquad Y_t=D^THC+C^THD+tD^THD.$$

Since $S_tS^{-1}A=A+tX_tS^{-1}A$,

$$A_t=S_tS^{-1}A+t\,(Y_t-X_tS^{-1}A).$$

When $S_t$ is invertible, multiplying by $S_t^{-1}$ and taking the trace yields

$$E(C+tD)=E(C)+t\,q(t),\qquad q(t)=\mathrm{Tr}\big[S_t^{-1}(Y_t-X_tS^{-1}A)\big].$$

The determinant of $S_t$ is continuous and non-zero at $t=0$, so $S_t$ is invertible nearby and $q$ is continuous at $0$. The derivative is therefore $q(0)$.

Cyclicity and transposition, with $H$ and $S^{-1}$ symmetric, give

$$\mathrm{Tr}(S^{-1}D^THC)=\mathrm{Tr}(S^{-1}C^THD)=\mathrm{Tr}(D^THCS^{-1}),$$

$$\mathrm{Tr}(S^{-1}D^TCS^{-1}A)=\mathrm{Tr}(S^{-1}C^TDS^{-1}A)=\mathrm{Tr}(D^TCS^{-1}AS^{-1}).$$

Hence

$$q(0)=2\,\mathrm{Tr}\big[D^T(HCS^{-1}-CS^{-1}C^THCS^{-1})\big]=\mathrm{Tr}(D^TG).$$

Also $C^TP=SS^{-1}C^T=C^T$, so $C^TG=2(C^T-C^T)HCS^{-1}=0$.

For the descent step, $C^T(C-sG)=S$. If $(C-sG)v=0$, then $Sv=0$ and $v=0$. Choosing $D=-G$ gives the derivative $-\mathrm{Tr}(G^TG)=-\sum_{ij}G_{ij}^2$, which is negative when $G\ne0$.

## The Lean file

```lean
import Mathlib

open Matrix Filter Topology

namespace OrbitalMinimization

noncomputable section

variable {m n : Type*} [Fintype m] [Fintype n] [DecidableEq n]

/-- The overlap matrix `S = Cᵀ C` of the orbitals stored in the columns of `C`. -/
def overlap (C : Matrix m n ℝ) : Matrix n n ℝ := Cᵀ * C

/-- The energy `Tr (S⁻¹ Cᵀ H C)` of nonorthogonal orbitals, for invertible overlap `S`. -/
def energy (H : Matrix m m ℝ) (C : Matrix m n ℝ) : ℝ :=
  trace ((overlap C)⁻¹ * (Cᵀ * H * C))

/-- The projector `P = C S⁻¹ Cᵀ` onto the space spanned by the orbitals, for invertible
overlap `S`. -/
def projector (C : Matrix m n ℝ) : Matrix m m ℝ := C * (overlap C)⁻¹ * Cᵀ

/-- The matrix `G = 2 (1 - P) H C S⁻¹`, for invertible overlap `S`. -/
def gradient [DecidableEq m] (H : Matrix m m ℝ) (C : Matrix m n ℝ) : Matrix m n ℝ :=
  (2 : ℝ) • ((1 - projector C) * H * C * (overlap C)⁻¹)

/-- The secant slope of the energy between `C` and `C + t D`, written without division by `t`,
for invertible overlaps of `C` and `C + t D`. -/
def secant (H : Matrix m m ℝ) (C D : Matrix m n ℝ) (t : ℝ) : ℝ :=
  trace ((overlap (C + t • D))⁻¹ *
    ((Dᵀ * H * C + Cᵀ * H * D + t • (Dᵀ * H * D)) -
      (Dᵀ * C + Cᵀ * D + t • (Dᵀ * D)) * ((overlap C)⁻¹ * (Cᵀ * H * C))))

/-- Linearly independent orbitals have an overlap matrix with non-zero determinant. -/
theorem overlap_det_ne_zero {C : Matrix m n ℝ} (hC : LinearIndependent ℝ C.col) :
    (overlap C).det ≠ 0 := by
  intro h
  obtain ⟨v, hv, hSv⟩ := Matrix.exists_mulVec_eq_zero_iff.2 h
  -- a null vector of the overlap gives an orbital combination of zero norm
  have h0 : (C *ᵥ v) ⬝ᵥ (C *ᵥ v) = 0 := by
    rw [Matrix.dotProduct_mulVec, ← Matrix.mulVec_transpose, Matrix.mulVec_mulVec]
    change (overlap C *ᵥ v) ⬝ᵥ v = 0
    rw [hSv, zero_dotProduct]
  have h1 : C *ᵥ v = 0 := dotProduct_self_eq_zero.1 h0
  exact hv (Matrix.mulVec_injective_iff.2 hC (h1.trans (Matrix.mulVec_zero C).symm))

/-- If the overlaps of `C` and `C + t D` are invertible, the energy changes by exactly `t` times
the secant slope. -/
theorem energy_step (H : Matrix m m ℝ) (C D : Matrix m n ℝ) (t : ℝ)
    (h0 : (overlap C).det ≠ 0) (ht : (overlap (C + t • D)).det ≠ 0) :
    energy H (C + t • D) = energy H C + t * secant H C D t := by
  have h1 : overlap (C + t • D) =
      overlap C + t • (Dᵀ * C + Cᵀ * D + t • (Dᵀ * D)) := by
    simp only [overlap, transpose_add, transpose_smul, Matrix.add_mul, Matrix.mul_add,
      Matrix.smul_mul, Matrix.mul_smul]
    module
  have h2 : (C + t • D)ᵀ * H * (C + t • D) =
      Cᵀ * H * C + t • (Dᵀ * H * C + Cᵀ * H * D + t • (Dᵀ * H * D)) := by
    simp only [transpose_add, transpose_smul, Matrix.add_mul, Matrix.mul_add,
      Matrix.smul_mul, Matrix.mul_smul]
    module
  -- split off the part of the new Hamiltonian matrix that reproduces the old energy
  have h3 : (C + t • D)ᵀ * H * (C + t • D) =
      overlap (C + t • D) * ((overlap C)⁻¹ * (Cᵀ * H * C)) +
      t • ((Dᵀ * H * C + Cᵀ * H * D + t • (Dᵀ * H * D)) -
        (Dᵀ * C + Cᵀ * D + t • (Dᵀ * D)) * ((overlap C)⁻¹ * (Cᵀ * H * C))) := by
    rw [h2, h1, Matrix.add_mul, Matrix.mul_nonsing_inv_cancel_left _ _ h0.isUnit,
      Matrix.smul_mul]
    module
  unfold energy secant
  rw [h3, Matrix.mul_add, Matrix.nonsing_inv_mul_cancel_left _ _ ht.isUnit,
    Matrix.mul_smul, trace_add, trace_smul, smul_eq_mul]

variable [DecidableEq m]

/-- For linearly independent orbitals, `Cᵀ G = 0`: every column of `G` is orthogonal to every
orbital. -/
theorem transpose_mul_gradient (H : Matrix m m ℝ) {C : Matrix m n ℝ}
    (hC : LinearIndependent ℝ C.col) : Cᵀ * gradient H C = 0 := by
  have hP : Cᵀ * projector C = Cᵀ := by
    calc Cᵀ * projector C = overlap C * ((overlap C)⁻¹ * Cᵀ) := by
          simp only [projector, overlap, Matrix.mul_assoc]
      _ = Cᵀ := Matrix.mul_nonsing_inv_cancel_left _ _ (overlap_det_ne_zero hC).isUnit
  rw [gradient, Matrix.mul_smul, ← Matrix.mul_assoc, ← Matrix.mul_assoc, ← Matrix.mul_assoc,
    Matrix.mul_sub, Matrix.mul_one, hP, sub_self]
  simp only [Matrix.zero_mul, smul_zero]

/-- For a real symmetric Hamiltonian and linearly independent orbitals, the energy has derivative
`Tr (Dᵀ G)` along every direction `D`, and `Cᵀ G = 0`. -/
theorem energy_gradient {H : Matrix m m ℝ} (hH : H.IsSymm) {C : Matrix m n ℝ}
    (hC : LinearIndependent ℝ C.col) :
    (∀ D : Matrix m n ℝ, HasDerivAt (fun t : ℝ => energy H (C + t • D))
      (trace (Dᵀ * gradient H C)) 0) ∧ Cᵀ * gradient H C = 0 := by
  refine ⟨fun D => ?_, transpose_mul_gradient H hC⟩
  have hd := overlap_det_ne_zero hC
  -- the secant slope is continuous at zero displacement
  have hCt : Continuous fun t : ℝ => C + t • D :=
    continuous_const.add (continuous_id.smul continuous_const)
  have hS : Continuous fun t : ℝ => overlap (C + t • D) :=
    hCt.matrix_transpose.matrix_mul hCt
  have hd0 : (overlap (C + (0 : ℝ) • D)).det ≠ 0 := by
    rwa [zero_smul, add_zero]
  have hdet : ∀ᶠ t in 𝓝 (0 : ℝ), (overlap (C + t • D)).det ≠ 0 :=
    hS.matrix_det.continuousAt.eventually_ne hd0
  have hinv : ContinuousAt (fun t : ℝ => (overlap (C + t • D))⁻¹) 0 := by
    simp only [Matrix.inv_def, Ring.inverse_eq_inv']
    exact (hS.matrix_det.continuousAt.inv₀ hd0).smul hS.matrix_adjugate.continuousAt
  have hlin : ∀ A B : Matrix n n ℝ, Continuous fun t : ℝ => A + t • B := fun A B =>
    continuous_const.add (continuous_id.smul continuous_const)
  have htr : Continuous fun M : Matrix n n ℝ => M.trace := continuous_id.matrix_trace
  have hq : ContinuousAt (secant H C D) 0 :=
    htr.continuousAt.comp (hinv.mul
      ((hlin _ _).sub ((hlin _ _).matrix_mul continuous_const)).continuousAt)
  -- its value there is the trace of `Dᵀ G`
  have hSi : ((overlap C)⁻¹)ᵀ = (overlap C)⁻¹ := by
    have hST : (overlap C)ᵀ = overlap C := by
      simp only [overlap, transpose_mul, transpose_transpose]
    rw [Matrix.transpose_nonsing_inv, hST]
  have hval : secant H C D 0 = trace (Dᵀ * gradient H C) := by
    have a1 := trace_mul_comm (overlap C)⁻¹ (Dᵀ * H * C)
    have a2 : trace ((overlap C)⁻¹ * (Cᵀ * H * D)) =
        trace (Dᵀ * H * C * (overlap C)⁻¹) := by
      rw [← trace_transpose]
      simp only [transpose_mul, transpose_transpose, hH.eq, hSi, Matrix.mul_assoc]
    have a3 := trace_mul_comm (overlap C)⁻¹
      (Dᵀ * C * ((overlap C)⁻¹ * (Cᵀ * H * C)))
    have a4 : trace ((overlap C)⁻¹ * (Cᵀ * D * ((overlap C)⁻¹ * (Cᵀ * H * C)))) =
        trace (Dᵀ * C * ((overlap C)⁻¹ * (Cᵀ * H * C)) * (overlap C)⁻¹) := by
      calc _ = trace ((Cᵀ * H * C * (overlap C)⁻¹) * (Dᵀ * C * (overlap C)⁻¹)) := by
            rw [← trace_transpose]
            simp only [transpose_mul, transpose_transpose, hH.eq, hSi, Matrix.mul_assoc]
        _ = _ := by
            rw [trace_mul_comm]
            simp only [Matrix.mul_assoc]
    have a5 : Dᵀ * gradient H C = (2 : ℝ) • (Dᵀ * H * C * (overlap C)⁻¹ -
        Dᵀ * C * ((overlap C)⁻¹ * (Cᵀ * H * C)) * (overlap C)⁻¹) := by
      simp only [gradient, projector, Matrix.mul_smul, Matrix.sub_mul, Matrix.one_mul,
        Matrix.mul_sub, Matrix.mul_assoc]
    rw [a5]
    simp only [secant, zero_smul, add_zero, Matrix.mul_sub, Matrix.mul_add, Matrix.add_mul,
      trace_sub, trace_add, trace_smul, smul_eq_mul]
    linear_combination a1 + a2 - a3 - a4
  rw [hasDerivAt_iff_tendsto_slope, ← hval]
  refine (hq.tendsto.mono_left nhdsWithin_le_nhds).congr' ?_
  filter_upwards [hdet.filter_mono nhdsWithin_le_nhds, self_mem_nhdsWithin] with t ht ht0
  have ht1 : t ≠ 0 := ht0
  simp only [slope_def_field, zero_smul, add_zero, sub_zero]
  rw [energy_step H C D t hd ht, add_sub_cancel_left, mul_div_cancel_left₀ _ ht1]

/-- Starting from linearly independent orbitals, the orbitals `C - s G` are linearly independent
for every real step length `s`. -/
theorem descent_step_independent (H : Matrix m m ℝ) {C : Matrix m n ℝ}
    (hC : LinearIndependent ℝ C.col) (s : ℝ) :
    LinearIndependent ℝ (C - s • gradient H C).col := by
  -- the overlap of the new orbitals with the old ones is the old overlap
  have key : Cᵀ * (C - s • gradient H C) = overlap C := by
    rw [Matrix.mul_sub, Matrix.mul_smul, transpose_mul_gradient H hC, smul_zero, sub_zero]
    rfl
  rw [← Matrix.mulVec_injective_iff]
  intro v w h
  have h2 : overlap C *ᵥ v = overlap C *ᵥ w := by
    rw [← key, ← Matrix.mulVec_mulVec, ← Matrix.mulVec_mulVec]
    exact congrArg (fun x => Cᵀ *ᵥ x) h
  have h3 := congrArg (fun x => (overlap C)⁻¹ *ᵥ x) h2
  simpa only [Matrix.mulVec_mulVec, Matrix.nonsing_inv_mul _ (overlap_det_ne_zero hC).isUnit,
    Matrix.one_mulVec] using h3

/-- For a real symmetric Hamiltonian and linearly independent orbitals with `G ≠ 0`, every
sufficiently small positive step along `-G` strictly lowers the energy. -/
theorem descent_step_lowers_energy {H : Matrix m m ℝ} (hH : H.IsSymm) {C : Matrix m n ℝ}
    (hC : LinearIndependent ℝ C.col) (hG : gradient H C ≠ 0) :
    ∀ᶠ s in 𝓝[>] (0 : ℝ), energy H (C - s • gradient H C) < energy H C := by
  have hpos : 0 < trace ((gradient H C)ᵀ * gradient H C) := by
    obtain ⟨i, j, hij⟩ : ∃ i j, gradient H C i j ≠ 0 := by
      by_contra! h
      exact hG (by ext i j; exact h i j)
    simp only [trace, diag_apply, Matrix.mul_apply, transpose_apply]
    exact Finset.sum_pos' (fun j _ => Finset.sum_nonneg fun i _ => mul_self_nonneg _)
      ⟨j, Finset.mem_univ j, Finset.sum_pos' (fun i _ => mul_self_nonneg _)
        ⟨i, Finset.mem_univ i, mul_self_pos.2 hij⟩⟩
  have hneg : trace ((-gradient H C)ᵀ * gradient H C) < 0 := by
    rw [transpose_neg, Matrix.neg_mul, trace_neg]
    linarith
  -- a negative derivative makes the secant slopes negative near zero
  have hs := (hasDerivAt_iff_tendsto_slope.1
    ((energy_gradient hH hC).1 (-gradient H C))).eventually_lt_const hneg
  filter_upwards [hs.filter_mono (nhdsWithin_mono _ fun x hx => (Set.mem_Ioi.1 hx).ne'),
    self_mem_nhdsWithin] with s h1 h2
  have h3 : 0 < s := h2
  simp only [slope_def_field, zero_smul, sub_zero, smul_neg, ← sub_eq_add_neg] at h1
  rw [div_lt_iff₀ h3, zero_mul] at h1
  linarith

end

end OrbitalMinimization
```

```lean
#print axioms OrbitalMinimization.energy_gradient
#print axioms OrbitalMinimization.descent_step_independent
#print axioms OrbitalMinimization.descent_step_lowers_energy
```

```
'OrbitalMinimization.energy_gradient' depends on axioms: [propext, Classical.choice, Quot.sound]
'OrbitalMinimization.descent_step_independent' depends on axioms: [propext, Classical.choice, Quot.sound]
'OrbitalMinimization.descent_step_lowers_energy' depends on axioms: [propext, Classical.choice, Quot.sound]
```

## Secant slopes and trace identities in the proof

`overlap_det_ne_zero` is the null-vector argument. In `energy_step`, `h1` and `h2` expand $S_t$ and $A_t$, and `h3` is the splitting of $A_t$; `secant` is $q(t)$. `transpose_mul_gradient` proves $C^TG=0$ without using the symmetry of $H$.

In `energy_gradient`, `hinv` obtains continuity of the inverse from the adjugate divided by the determinant, and `hq` gives continuity of $q$. The identities `a1` to `a4` move the traces into a common form, `a5` expands $D^TG$, and `linear_combination` assembles $q(0)$. The last lines identify the difference quotient with $q(t)$ for small $t\ne0$.

`descent_step_independent` uses $C^T(C-sG)=S$ to show that $C-sG$ acts injectively on coefficient vectors. `descent_step_lowers_energy` proves $\mathrm{Tr}(G^TG)>0$ from a non-zero entry of $G$; the negative derivative then makes the difference quotients negative for small positive $s$.
